# In mixed-canonical form, a centre-site expectation value needs only the operator and the centre tensor

Let a spin chain be in the matrix product state with components

$$\psi(\sigma,a;\,s;\,\tau,b)=\big(A_0^{\sigma_0}\cdots A_{n-1}^{\sigma_{n-1}}\,C^s\,B_0^{\tau_0}\cdots B_{m-1}^{\tau_{m-1}}\big)(a,b).$$

Here $s$ is the spin of the centre site, $\sigma$ and $\tau$ are the spins to its left and right, and $a,b$ are the outer bond indices, kept open as labels of the state. If every $A_k$ is left-canonical and every $B_k$ is right-canonical, an operator $O$ on the centre site satisfies

$$\langle\psi|O|\psi\rangle=\sum_{s,t}O(s,t)\,\mathrm{Tr}\big((C^s)^\dagger C^t\big).$$

The left side is a sum over exponentially many spin configurations; at fixed bond dimension, the number of terms on the right side doesn't depend on the length of the chain. The state need not be normalised, and $O$ need not be Hermitian.

## Tensors and canonical conditions

```lean
import Mathlib

open Matrix
open scoped Kronecker

namespace MixedCanonicalMPS

variable {d D D' L R : Type*} [Fintype d] [Fintype D] [DecidableEq D]
  [Fintype D'] [DecidableEq D'] [Fintype L] [DecidableEq L] [Fintype R] [DecidableEq R]
```

The letters `d`, `D` and `D'` denote finite index sets, where a textbook would use them for dimensions. All sites share the spin set `d`; the left block has bond set `D` and the right block `D'`. `L` and `R` will label everything to the left and right of the centre.

```lean
/-- A site tensor is left-canonical if `∑ s, (A^s)ᴴ A^s = 1`. -/
def LeftCanonical (A : d → Matrix D D ℂ) : Prop := ∑ s, (A s)ᴴ * A s = 1
```

A site tensor is a family of square matrices $A^s$, one for each spin value. `LeftCanonical` says $\sum_s (A^s)^\dagger A^s=1$, with `ᴴ` for the adjoint. Physically, the tensor maps orthonormal states of its right bond to orthonormal states of its spin and left bond.

```lean
/-- A site tensor is right-canonical if `∑ s, B^s (B^s)ᴴ = 1`. -/
def RightCanonical (B : d → Matrix D D ℂ) : Prop := ∑ s, B s * (B s)ᴴ = 1
```

`RightCanonical` is the mirror condition, $\sum_s B^s(B^s)^\dagger=1$. Both conditions enter the theorems as hypotheses. Bringing a given state into this form, for instance by QR factorisations, is a separate task.

## The state and the operator

```lean
/-- The ordered product of the site matrices selected by a spin configuration `σ`;
the tensors may differ from site to site. -/
def word {n : ℕ} (A : Fin n → d → Matrix D D ℂ) (σ : Fin n → d) : Matrix D D ℂ :=
  (List.ofFn fun k => A k (σ k)).prod
```

`word A σ` is the ordered product $W^\sigma=A_0^{\sigma_0}\cdots A_{n-1}^{\sigma_{n-1}}$. `Fin n` is the set $\{0,\dots,n-1\}$, so sites are counted from zero. An empty block gives the identity matrix.

```lean
/-- The matrix product state with `n` sites to the left and `m` sites to the right of the
centre tensor `C`, as a vector whose indices include the two open bonds. -/
def mpsState {n m : ℕ} (A : Fin n → d → Matrix D D ℂ) (C : d → Matrix D D' ℂ)
    (B : Fin m → d → Matrix D' D' ℂ)
    (x : ((Fin n → d) × D) × d × ((Fin m → d) × D')) : ℂ :=
  (word A x.1.1 * C x.2.1 * word B x.2.2.1) x.1.2 x.2.2.2
```

This is the state from the opening, written as a function of the triple $((\sigma,a),s,(\tau,b))$. With $V^\tau$ for the right-hand word, its value is $(W^\sigma C^sV^\tau)(a,b)$. Site 0 of the left block is the outermost one, while site 0 of the right block is next to the centre. The matrices $C^s$ may be rectangular. Some texts on uniform matrix product states use $C$ for a bond matrix without a spin index; here it is the centre-site tensor.

The open bonds act as two extra quantum systems, one at each end, whose basis states are labelled by $a$ and $b$. Inner products therefore sum over them.

```lean
/-- The operator `1 ⊗ O ⊗ 1`, which acts with `O` on the centre site only. -/
def centreOp (O : Matrix d d ℂ) : Matrix (L × d × R) (L × d × R) ℂ :=
  (1 : Matrix L L ℂ) ⊗ₖ (O ⊗ₖ (1 : Matrix R R ℂ))
```

The symbol `⊗ₖ` is the Kronecker product, so `centreOp O` is $1\otimes O\otimes 1$ on the whole space.

```lean
/-- The environment of the left block: the contraction of its spins and its outer bond. -/
def leftEnv {n : ℕ} (A : Fin n → d → Matrix D D ℂ) : Matrix D D ℂ :=
  ∑ σ, (word A σ)ᴴ * word A σ
```

The left environment is $E_L=\sum_\sigma (W^\sigma)^\dagger W^\sigma$. It is the matrix of overlaps between the block states labelled by the bond next to the centre.

```lean
/-- The environment of the right block: the contraction of its spins and its outer bond. -/
def rightEnv {n : ℕ} (B : Fin n → d → Matrix D D ℂ) : Matrix D D ℂ :=
  ∑ τ, word B τ * (word B τ)ᴴ
```

The right environment is $E_R=\sum_\tau V^\tau(V^\tau)^\dagger$.

## Canonical blocks have trivial environments

```lean
private lemma sum_cons {M : Type*} [AddCommMonoid M] {n : ℕ} (f : (Fin (n + 1) → d) → M) :
    ∑ σ, f σ = ∑ s, ∑ σ : Fin n → d, f (Fin.cons s σ : Fin (n + 1) → d) :=
  (Equiv.sum_comp (Fin.consEquiv fun _ => d) f).symm.trans (Fintype.sum_prod_type _)
```

A sum over the configurations of $n+1$ spins is a sum over the first spin and over the configurations of the other $n$. `Fin.cons s σ` puts $s$ in front of $\sigma$.

```lean
omit [Fintype d] in
private lemma word_cons {n : ℕ} (A : Fin (n + 1) → d → Matrix D D ℂ) (s : d)
    (σ : Fin n → d) :
    word A (Fin.cons s σ : Fin (n + 1) → d) = A 0 s * word (fun k => A k.succ) σ := by
  simp [word, List.ofFn_succ]
```

Correspondingly, the first matrix factors out of the word: $W^{(s,\sigma)}=A_0^sW'^{\sigma}$, where $W'$ is the word of the remaining sites.

```lean
/-- The environment of a block of left-canonical sites is the identity. -/
theorem leftEnv_eq_one {n : ℕ} (A : Fin n → d → Matrix D D ℂ)
    (hA : ∀ k, LeftCanonical (A k)) : leftEnv A = 1 := by
  induction n with
  | zero => simp [leftEnv, word]
  | succ n ih =>
    have h := ih (fun k => A k.succ) (fun k => hA k.succ)
    have h0 : ∑ s, (A 0 s)ᴴ * A 0 s = 1 := hA 0
    unfold leftEnv at h ⊢
    rw [sum_cons, Finset.sum_comm]
    refine Eq.trans (Finset.sum_congr rfl fun σ _ => ?_) h
    -- the outermost site is contracted first
    calc _ = (word (fun k => A k.succ) σ)ᴴ * (∑ s, (A 0 s)ᴴ * A 0 s)
          * word (fun k => A k.succ) σ := by
          simp only [word_cons, conjTranspose_mul, Matrix.mul_sum, Matrix.sum_mul,
            Matrix.mul_assoc]
      _ = _ := by rw [h0, Matrix.mul_one]
```

The claim is $E_L=1$, by induction on the number of sites. For no sites, $W=1$ and $E_L=1$. For $n+1$ sites,

$$E_L=\sum_\sigma (W'^\sigma)^\dagger\Big(\sum_s (A_0^s)^\dagger A_0^s\Big)W'^\sigma=\sum_\sigma (W'^\sigma)^\dagger W'^\sigma=1.$$

The second equality is left-canonicality of site 0, called `h0` in the code, and the last is the induction hypothesis `h`. `Finset.sum_comm` exchanges the two sums so that the one over $s$ stands inside, and the `calc` block carries out the first two steps of the displayed line for each fixed $\sigma$.

```lean
/-- The environment of a block of right-canonical sites is the identity. -/
theorem rightEnv_eq_one {n : ℕ} (B : Fin n → d → Matrix D D ℂ)
    (hB : ∀ k, RightCanonical (B k)) : rightEnv B = 1 := by
  induction n with
  | zero => simp [rightEnv, word]
  | succ n ih =>
    have h := ih (fun k => B k.succ) (fun k => hB k.succ)
    have h0 : ∑ s, B 0 s * (B 0 s)ᴴ = 1 := hB 0
    unfold rightEnv at h ⊢
    rw [sum_cons]
    refine Eq.trans (Finset.sum_congr rfl fun s _ => ?_) h0
    -- the sites further out are contracted first
    calc _ = B 0 s * (∑ τ, word (fun k => B k.succ) τ * (word (fun k => B k.succ) τ)ᴴ)
          * (B 0 s)ᴴ := by
          simp only [word_cons, conjTranspose_mul, Matrix.mul_sum, Matrix.sum_mul,
            Matrix.mul_assoc]
      _ = _ := by rw [h, Matrix.mul_one]
```

For the right block the order of contraction is reversed, because site 0 is now the innermost. With $V'$ for the word of the sites further out,

$$E_R=\sum_s B_0^s\Big(\sum_\tau V'^\tau(V'^\tau)^\dagger\Big)(B_0^s)^\dagger=\sum_s B_0^s(B_0^s)^\dagger=1.$$

Here the induction hypothesis is used first and the canonical condition second.

## From the matrix element to a trace

```lean
/-- A matrix element of a centre-site operator is `O` contracted with the overlaps of the
two states over everything except the centre site. -/
theorem centreOp_matrixElement (O : Matrix d d ℂ) (φ ψ : L × d × R → ℂ) :
    star φ ⬝ᵥ (centreOp O *ᵥ ψ)
      = ∑ s, ∑ t, O s t * ∑ l, ∑ r, star (φ (l, s, r)) * ψ (l, t, r) := by
  -- the operator changes the centre index only
  have act : ∀ l s r, (centreOp O *ᵥ ψ) (l, s, r) = ∑ t, O s t * ψ (l, t, r) := by
    intro l s r
    simp only [centreOp, Matrix.mulVec, dotProduct, Fintype.sum_prod_type,
      Matrix.kroneckerMap_apply]
    rw [Finset.sum_eq_single l]
    · refine Finset.sum_congr rfl fun t _ => ?_
      rw [Finset.sum_eq_single r]
      · simp
      · intro y _ hy
        simp [Matrix.one_apply_ne hy.symm]
      · simp
    · intro x _ hx
      simp [Matrix.one_apply_ne hx.symm]
    · simp
  simp only [dotProduct, Fintype.sum_prod_type, act, Pi.star_apply]
  rw [Finset.sum_comm]
  refine Finset.sum_congr rfl fun s _ => ?_
  simp only [Finset.mul_sum]
  symm
  rw [Finset.sum_comm]
  refine Finset.sum_congr rfl fun l _ => ?_
  rw [Finset.sum_comm]
  refine Finset.sum_congr rfl fun r _ => Finset.sum_congr rfl fun t _ => ?_
  ring
```

In Lean, `star φ ⬝ᵥ (M *ᵥ ψ)` is $\langle\phi|M|\psi\rangle$, with complex conjugation on the first vector. For any two vectors, the lemma states

$$\langle\phi|1\otimes O\otimes1|\psi\rangle=\sum_{s,t}O(s,t)\sum_{l,r}\overline{\phi(l,s,r)}\,\psi(l,t,r).$$

By hand, the two identity factors are Kronecker deltas, so the operator turns $\psi(l,s,r)$ into $\sum_tO(s,t)\psi(l,t,r)$. This is the step `act`, where `Finset.sum_eq_single` picks out the one surviving term of each delta. The rest reorders finite sums.

```lean
variable [DecidableEq d]

/-- For arbitrary site tensors, the matrix element of a centre-site operator between two states that
differ only in the centre tensor is a sum of traces with both environments inserted, weighted by the
entries of `O`. -/
theorem matrixElement_eq_env {n m : ℕ} (A : Fin n → d → Matrix D D ℂ)
    (B : Fin m → d → Matrix D' D' ℂ) (C' C : d → Matrix D D' ℂ) (O : Matrix d d ℂ) :
    star (mpsState A C' B) ⬝ᵥ (centreOp O *ᵥ mpsState A C B)
      = ∑ s, ∑ t, O s t * trace ((C' s)ᴴ * leftEnv A * C t * rightEnv B) := by
  rw [centreOp_matrixElement]
  refine Finset.sum_congr rfl fun s _ => Finset.sum_congr rfl fun t _ => ?_
  congr 1
  -- summing over the open bonds gives a trace
  have bonds : ∀ M N : Matrix D D' ℂ,
      ∑ a, ∑ b, star (M a b) * N a b = trace (Mᴴ * N) := by
    intro M N
    rw [Finset.sum_comm]
    simp only [trace, diag_apply, mul_apply, conjTranspose_apply]
  have hL : (C' s)ᴴ * leftEnv A * C t
      = ∑ σ, (C' s)ᴴ * ((word A σ)ᴴ * word A σ) * C t := by
    simp only [leftEnv, Matrix.mul_sum, Matrix.sum_mul]
  rw [hL, Matrix.sum_mul, trace_sum]
  simp only [Fintype.sum_prod_type, mpsState]
  refine Finset.sum_congr rfl fun σ _ => ?_
  rw [rightEnv, Matrix.mul_sum, trace_sum, Finset.sum_comm]
  refine Finset.sum_congr rfl fun τ _ => ?_
  -- cyclicity moves the right block next to its adjoint
  rw [bonds, conjTranspose_mul, conjTranspose_mul, Matrix.mul_assoc (word B τ)ᴴ,
    Matrix.trace_mul_comm (word B τ)ᴴ]
  simp only [Matrix.mul_assoc]
```

No canonical condition is used here. For two states that share the blocks $A$ and $B$ but have centre tensors $C'$ and $C$, the theorem gives

$$\langle\psi'|O|\psi\rangle=\sum_{s,t}O(s,t)\,\mathrm{Tr}\big((C'^s)^\dagger E_L\,C^t E_R\big).$$

To derive it, fix $s,t,\sigma,\tau$ and sum over the open bonds. Since $\sum_{a,b}\overline{M(a,b)}N(a,b)=\mathrm{Tr}(M^\dagger N)$, which is the step `bonds`, the overlap is

$$\mathrm{Tr}\big((V^\tau)^\dagger(C'^s)^\dagger(W^\sigma)^\dagger W^\sigma C^tV^\tau\big)=\mathrm{Tr}\big((C'^s)^\dagger(W^\sigma)^\dagger W^\sigma\,C^t\,V^\tau(V^\tau)^\dagger\big).$$

The equality is cyclicity of the trace, `Matrix.trace_mul_comm` in the code. Summing over $\sigma$ and $\tau$ produces $E_L$ and $E_R$.

## The expectation value and the overlap

```lean
/-- With left-canonical sites to the left and right-canonical sites to the right, the expectation
`⟨ψ|O|ψ⟩` of a centre-site operator `O` is the sum over `s` and `t` of
`O s t * trace ((C s)ᴴ * C t)`. -/
theorem centre_expectation {n m : ℕ} (A : Fin n → d → Matrix D D ℂ)
    (B : Fin m → d → Matrix D' D' ℂ) (C : d → Matrix D D' ℂ) (O : Matrix d d ℂ)
    (hA : ∀ k, LeftCanonical (A k)) (hB : ∀ k, RightCanonical (B k)) :
    star (mpsState A C B) ⬝ᵥ (centreOp O *ᵥ mpsState A C B)
      = ∑ s, ∑ t, O s t * trace ((C s)ᴴ * C t) := by
  rw [matrixElement_eq_env, leftEnv_eq_one A hA, rightEnv_eq_one B hB]
  simp only [Matrix.mul_one]
```

This is the result stated at the start. The hypotheses `hA` and `hB` say that every site of the left block is left-canonical and every site of the right block right-canonical. Set $C'=C$ in the previous theorem and replace both environments by 1; the `rw` line does exactly this. Either block may be empty.

```lean
/-- With left-canonical sites to the left and right-canonical sites to the right, the overlap
of two states that differ only in the centre tensor is the overlap of the centre tensors. -/
theorem centre_overlap {n m : ℕ} (A : Fin n → d → Matrix D D ℂ)
    (B : Fin m → d → Matrix D' D' ℂ) (C' C : d → Matrix D D' ℂ)
    (hA : ∀ k, LeftCanonical (A k)) (hB : ∀ k, RightCanonical (B k)) :
    star (mpsState A C' B) ⬝ᵥ mpsState A C B = ∑ s, trace ((C' s)ᴴ * C s) := by
  have h := matrixElement_eq_env A B C' C 1
  rw [leftEnv_eq_one A hA, rightEnv_eq_one B hB, centreOp, Matrix.one_kronecker_one,
    Matrix.one_kronecker_one, Matrix.one_mulVec] at h
  rw [h]
  simp [Matrix.one_apply]
```

With $O=1$ and two different centre tensors, the same argument gives $\langle\psi'|\psi\rangle=\sum_s\mathrm{Tr}((C'^s)^\dagger C^s)$. The proof rewrites $1\otimes1\otimes1$ as the identity and lets the delta in $O(s,t)$ remove one sum. For $C'=C$ this is the squared norm, so a nonzero state has the normalised expectation value

$$\frac{\langle\psi|O|\psi\rangle}{\langle\psi|\psi\rangle}=\frac{\sum_{s,t}O(s,t)\,\mathrm{Tr}((C^s)^\dagger C^t)}{\sum_s\mathrm{Tr}((C^s)^\dagger C^s)}.$$

In density-matrix renormalisation group calculations, this overlap formula turns the optimisation of one centre tensor into an ordinary eigenvalue problem instead of a generalised one; `centre_overlap` proves it for finite chains with open outer bonds and square block tensors.

```lean
/-- An explicit left-canonical tensor and an explicit right-canonical tensor, for spin
dimension two and bond dimension two. -/
theorem canonical_witness :
    LeftCanonical (![!![3/5, 0; 0, 1], !![0, 0; 4/5, 0]] : Fin 2 → Matrix (Fin 2) (Fin 2) ℂ) ∧
    RightCanonical
      (![!![3/5, 0; 0, 1], !![0, 4/5; 0, 0]] : Fin 2 → Matrix (Fin 2) (Fin 2) ℂ) := by
  have r3 : star (3/5 : ℂ) = 3/5 := Complex.conj_eq_iff_real.2 ⟨3/5, by norm_num⟩
  have r4 : star (4/5 : ℂ) = 4/5 := Complex.conj_eq_iff_real.2 ⟨4/5, by norm_num⟩
  have adj : ∀ a b c e : ℂ, !![a, b; c, e]ᴴ = !![star a, star c; star b, star e] := by
    intro a b c e
    ext i j
    fin_cases i <;> fin_cases j <;> rfl
  unfold LeftCanonical RightCanonical
  -- write out the adjoints and the products as explicit matrices
  simp only [Fin.sum_univ_two, Matrix.cons_val_zero, Matrix.cons_val_one,
    Matrix.cons_val_fin_one, adj, r3, r4, star_zero, star_one, Matrix.mul_fin_two]
  constructor <;> ext i j <;> fin_cases i <;> fin_cases j <;> simp <;> norm_num

end MixedCanonicalMPS
```

The last theorem exhibits tensors that meet the two conditions. The left-canonical one is

$$A^0=\begin{pmatrix}3/5&0\\0&1\end{pmatrix},\qquad A^1=\begin{pmatrix}0&0\\4/5&0\end{pmatrix},$$

and the right-canonical one consists of the adjoints of these matrices. $A^0$ and $A^1$ are the Kraus operators of amplitude damping in which the first basis state decays to the second with probability $16/25$. The proof writes out the adjoints and products and compares entries; for the left tensor, $\mathrm{diag}(9/25,1)+\mathrm{diag}(16/25,0)=1$.

```lean
#print axioms MixedCanonicalMPS.centre_expectation
#print axioms MixedCanonicalMPS.centre_overlap
```

```
'MixedCanonicalMPS.centre_expectation' depends on axioms: [propext, Classical.choice, Quot.sound]
'MixedCanonicalMPS.centre_overlap' depends on axioms: [propext, Classical.choice, Quot.sound]
```

## Two sites with numbers

Put this $A$ to the left of the centre and nothing to the right, and let $D'$ have a single element, so that each $C^s$ is a column. Choose $C^0=(1,1)^T$, $C^1=(1,0)^T$ and $O=X$, the Pauli matrix that exchanges the two spin values. The formula gives

$$\langle\psi|X|\psi\rangle=(C^0)^\dagger C^1+(C^1)^\dagger C^0=2,\qquad \langle\psi|\psi\rangle=2+1=3,$$

hence a normalised value of $2/3$.

For the direct sum, the vectors $A^\sigma C^s$ are

| | $s=0$ | $s=1$ |
|---|---|---|
| $\sigma=0$ | $(3/5,\,1)$ | $(3/5,\,0)$ |
| $\sigma=1$ | $(0,\,4/5)$ | $(0,\,4/5)$ |

The overlap of the two columns of the table is $9/25+16/25=1$, and $X$ counts it twice, which gives 2 again. Keeping only the first value of the outer bond $a$ would leave $18/25$, so the sum over the open bond matters.

## Chains that end in a single bond state

A simulated open chain usually has an outer bond of dimension one and bond dimensions that vary along the chain. The theorems above are stated for square block tensors, so they don't apply directly to the tensors of such a chain, but the same derivation works if $A_k^s$ and $B_k^s$ are allowed to be rectangular. The canonical conditions then yield identity matrices of the appropriate sizes, both inductions go through, and the formula for the expectation value is unchanged, with $a$ and $b$ each taking one value. This extension rests on the argument just given, not on the compiled code.
